# Jones–Wenzl elements at loop value −2 are idempotent and annihilated by their generators

Let A be an algebra over ℚ, let N be a natural number, and let e₁, …, e_(N−1) be elements of A that satisfy, for all indices in this range,

eᵢ² = −2eᵢ

eᵢ eᵢ₊₁ eᵢ = eᵢ and eᵢ₊₁ eᵢ eᵢ₊₁ = eᵢ₊₁

eᵢ eⱼ = eⱼ eᵢ for j ≥ i + 2.

Put Dₙ = (−1)ⁿ(n + 1), f₀ = f₁ = 1 and, for n ≥ 0 with n + 2 ≤ N,

fₙ₊₂ = fₙ₊₁ − (Dₙ/Dₙ₊₁) fₙ₊₁ eₙ₊₁ fₙ₊₁.

Then for every n ≤ N the element fₙ is idempotent, and eᵢ fₙ = fₙ eᵢ = 0 for 1 ≤ i < n.

In the graphical calculus of angular momentum, each spin ½ is a strand and eᵢ joins strands i and i + 1 by a cup and a cap. Stacking eᵢ on itself closes a loop, which is worth −2: the 2 is the dimension of the spin-½ space, and the sign is a convention tied to the antisymmetry of the singlet. On actual spins, eᵢ is the exchange of neighbours minus the identity, or −2 times the singlet projector. In this model of finitely many spins ½ without orbital degrees of freedom, fₙ selects the states in which the first n spins have total spin n/2, such as the high-spin states of n open-shell electrons.

## Adding one strand by hand

The numbers Dₙ never vanish, and they obey

Dₙ₊₂ = −2Dₙ₊₁ − Dₙ,

because both sides equal (−1)ⁿ(n + 3). Moreover, fₙ is built from generators with index below n, so it commutes with every eⱼ for n < j < N.

The induction carries three facts about neighbouring elements: fₙ₊₁ is idempotent; fₙ fₙ₊₁ = fₙ₊₁ fₙ = fₙ₊₁; and, when n + 1 < N,

eₙ₊₁ fₙ₊₁ eₙ₊₁ = (Dₙ₊₁/Dₙ) fₙ eₙ₊₁.

At n = 0 the last one, the sandwich identity, reads e₁² = −2e₁, and the others are trivial.

For the step, write F = fₙ₊₁, G = fₙ, E = eₙ₊₁ and c = Dₙ/Dₙ₊₁. The facts become F² = F, GF = FG = F and c EFE = GE = EG. The new element is F′ = F − c FEF. Then

F′E = FE − F(c EFE) = FE − FGE = 0

EF′ = EF − (c EFE)F = EF − EGF = 0

F′F = F′

F′F′ = F′F − c F′FEF = F′ − c F′EF = F′.

Since F′ starts and ends with F, also FF′ = F′F = F′. It remains to renew the third fact. As eₙ₊₂ commutes with fₙ₊₁,

eₙ₊₂ fₙ₊₁ eₙ₊₂ = fₙ₊₁ eₙ₊₂² = −2 fₙ₊₁ eₙ₊₂

eₙ₊₂ fₙ₊₁ eₙ₊₁ fₙ₊₁ eₙ₊₂ = fₙ₊₁ (eₙ₊₂ eₙ₊₁ eₙ₊₂) fₙ₊₁ = fₙ₊₁ eₙ₊₂ fₙ₊₁ = fₙ₊₁ eₙ₊₂.

Subtracting c times the second line from the first gives

eₙ₊₂ fₙ₊₂ eₙ₊₂ = (−2 − Dₙ/Dₙ₊₁) fₙ₊₁ eₙ₊₂ = (Dₙ₊₂/Dₙ₊₁) fₙ₊₁ eₙ₊₂.

Finally, an older generator eᵢ with i ≤ n annihilates fₙ₊₁, hence also fₙ₊₂, which has fₙ₊₁ at both ends. The new generator eₙ₊₁ annihilates fₙ₊₂ by the step above.

## Three spins with one down

Let a = ↓↑↑, b = ↑↓↑ and d = ↑↑↓ be orthonormal states. The recursion gives f₂ = 1 + e₁/2 and f₃ = f₂ + (2/3) f₂ e₂ f₂. Since e₁ swaps the first two spins and subtracts the identity,

f₂ a = (a + b)/2

e₂ f₂ a = (d − b)/2

f₂ e₂ f₂ a = d/2 − (a + b)/4

f₃ a = (a + b)/2 + d/3 − (a + b)/6 = (a + b + d)/3.

The result has squared norm 1/3, which is the probability of finding total spin 3/2 in the state a. The normalised state is (a + b + d)/√3.

## A failure without the relation e₂e₁e₂ = e₂

Take A = ℚ, N = 3, e₁ = 0 and e₂ = −2. Both squares are right and e₁e₂e₁ = e₁ holds, but e₂e₁e₂ = 0 differs from e₂. Now f₂ = 1 and f₃ = 1 + (2/3)(−2) = −1/3. This is not idempotent, and e₂f₃ = 2/3 is not zero.

## Relations and recursion in Lean

```lean
import Mathlib

namespace JonesWenzlSpin

noncomputable section
```

The relations, known as the Temperley–Lieb relations, are collected in a structure. The generators form a sequence `e : ℕ → A`, of which only `e 1` to `e (N - 1)` are constrained, so the relations can hold with nonzero generators in a finite-dimensional algebra. Every complex algebra is also a rational one, which covers the usual spin operators. The diagrams themselves do not appear, only their algebra.

```lean
/-- The relations of `N` strands with loop value `-2`, for the generators `e 1, …, e (N - 1)`
of a rational algebra. -/
structure IsTemperleyLieb {A : Type*} [Ring A] [Algebra ℚ A] (N : ℕ) (e : ℕ → A) : Prop where
  sq : ∀ i, 1 ≤ i → i < N → e i * e i = (-2 : ℚ) • e i
  up : ∀ i, 1 ≤ i → i + 1 < N → e i * e (i + 1) * e i = e i
  down : ∀ i, 1 ≤ i → i + 1 < N → e (i + 1) * e i * e (i + 1) = e (i + 1)
  far : ∀ i j, 1 ≤ i → i + 2 ≤ j → j < N → e i * e j = e j * e i
```

The signed dimension `D n` is a rational number. Its size n + 1 is the number of states of a spin n/2, and its sign has one factor −1 for each of the n strands.

```lean
/-- The signed dimension `D_n = (-1)^n (n + 1)`. -/
def D (n : ℕ) : ℚ := (-1) ^ n * ((n : ℚ) + 1)
```

The element fₙ is `jw e n`. The last line of the definition is the recursion in the indices used above; its comment states the same rule with n shifted by one.

```lean
/-- The Jones-Wenzl elements: `f_0 = f_1 = 1` and
`f_(n+1) = f_n - (D_(n-1) / D_n) f_n e_n f_n` for `n ≥ 1`. -/
def jw {A : Type*} [Ring A] [Algebra ℚ A] (e : ℕ → A) : ℕ → A
  | 0 => 1
  | 1 => 1
  | n + 2 => jw e (n + 1) - (D n / D (n + 1)) • (jw e (n + 1) * e (n + 1) * jw e (n + 1))

variable {A : Type*} [Ring A] [Algebra ℚ A] {N : ℕ} {e : ℕ → A}

lemma jw_succ (e : ℕ → A) (n : ℕ) : jw e (n + 1 + 1) =
    jw e (n + 1) - (D n / D (n + 1)) • (jw e (n + 1) * e (n + 1) * jw e (n + 1)) := rfl
```

## Signed dimensions and distant generators

The next four results are the arithmetic of Dₙ. `D_ratio` is the recursion divided by Dₙ₊₁, the form needed at the end of the induction, and `D_cancel` says that the coefficient c is the inverse of the factor in the sandwich identity.

```lean
/-- The signed dimensions never vanish. -/
theorem D_ne_zero (n : ℕ) : D n ≠ 0 :=
  mul_ne_zero (pow_ne_zero _ (by norm_num)) (by positivity)

/-- Adding a strand changes the signed dimensions by the recursion
`D_(n+2) = -2 D_(n+1) - D_n`. -/
theorem D_recursion (n : ℕ) : D (n + 1 + 1) = -2 * D (n + 1) - D n := by
  simp only [D]
  push_cast
  ring

lemma D_ratio (n : ℕ) : -2 - D n / D (n + 1) = D (n + 1 + 1) / D (n + 1) := by
  have h1 := D_ne_zero (n + 1)
  rw [eq_div_iff h1, sub_mul, div_mul_cancel₀ _ h1, D_recursion]

lemma D_cancel (n : ℕ) : D n / D (n + 1) * (D (n + 1) / D n) = 1 := by
  have h0 := D_ne_zero n
  have h1 := D_ne_zero (n + 1)
  field_simp
```

Commutation with later generators follows by induction: differences, products and scalar multiples of elements that commute with eⱼ commute with it too.

```lean
/-- Under the `N`-strand relations, the element `f_n` commutes with every generator `e_j`,
`n < j < N`. -/
theorem jw_commute (h : IsTemperleyLieb N e) (n j : ℕ) (hnj : n < j) (hj : j < N) :
    Commute (jw e n) (e j) := by
  induction n with
  | zero => exact Commute.one_left _
  | succ n ih =>
    rcases n with _ | n
    · exact Commute.one_left _
    · have a : Commute (jw e (n + 1)) (e j) := ih (by omega)
      have b : Commute (e (n + 1)) (e j) := h.far _ _ (by omega) (by omega) hj
      rw [jw_succ]
      exact a.sub_left (((a.mul_left b).mul_left a).smul_left _)
```

## The Wenzl step and its induction

`wenzl_step` is the calculation with F, G, E and c, stated for arbitrary elements of the algebra. The facts `hx` and `hy` are c FEFE = FE and c EFEF = EF. The auxiliary statement `key` says that any H with HF = H and HE = 0 satisfies HF′ = H; taking H = F′ gives idempotency.

```lean
/-- One Wenzl step: if `F` is idempotent, `GF = FG = F`, and `c EFE = GE = EG`, then
`F - c FEF` is idempotent and is annihilated by `E` on both sides. -/
theorem wenzl_step {F G E : A} {c : ℚ} (hF : F * F = F) (hGF : G * F = F) (hFG : F * G = F)
    (hGE : G * E = E * G) (hE : c • (E * F * E) = G * E) :
    (F - c • (F * E * F)) * (F - c • (F * E * F)) = F - c • (F * E * F) ∧
      E * (F - c • (F * E * F)) = 0 ∧ (F - c • (F * E * F)) * E = 0 := by
  have hx : c • (F * E * F * E) = F * E := by
    calc c • (F * E * F * E) = F * (c • (E * F * E)) := by
          simp only [mul_smul_comm, mul_assoc]
      _ = F * E := by rw [hE, ← mul_assoc, hFG]
  have hy : c • (E * F * E * F) = E * F := by
    rw [← smul_mul_assoc, hE, hGE, mul_assoc, hGF]
  have hHE : (F - c • (F * E * F)) * E = 0 := by
    rw [sub_mul, smul_mul_assoc, hx, sub_self]
  have hHF : (F - c • (F * E * F)) * F = F - c • (F * E * F) := by
    rw [sub_mul, smul_mul_assoc, mul_assoc (F * E), hF]
  -- whatever absorbs `F` and is annihilated by `E` also absorbs the new element
  have key : ∀ H : A, H * F = H → H * E = 0 → H * (F - c • (F * E * F)) = H := by
    intro H h1 h2
    rw [mul_sub, mul_smul_comm, ← mul_assoc, ← mul_assoc, h1, h2, zero_mul, smul_zero, sub_zero]
  refine ⟨key _ hHF hHE, ?_, hHE⟩
  rw [mul_sub, mul_smul_comm, ← mul_assoc, ← mul_assoc, hy, sub_self]
```

`jw_induction` carries the three facts of the derivation, with the two orders of absorption listed separately. The sandwich identity is claimed only when `n + 1 < N`, since otherwise the generator is outside the range of the relations. In the inductive step, `h3` and `h4` are the two displayed evaluations between factors eₙ₊₂, and `D_ratio` combines their coefficients. Of the two cubic relations, the argument uses only `down`.

```lean
lemma jw_induction (h : IsTemperleyLieb N e) (n : ℕ) (hn : n < N) :
    jw e (n + 1) * jw e (n + 1) = jw e (n + 1) ∧ jw e n * jw e (n + 1) = jw e (n + 1) ∧
      jw e (n + 1) * jw e n = jw e (n + 1) ∧
      (n + 1 < N → e (n + 1) * jw e (n + 1) * e (n + 1) =
        (D (n + 1) / D n) • (jw e n * e (n + 1))) := by
  induction n with
  | zero =>
    refine ⟨one_mul _, one_mul _, one_mul _, fun h1 => ?_⟩
    change e 1 * 1 * e 1 = (D 1 / D 0) • (1 * e 1)
    rw [mul_one, one_mul, h.sq 1 le_rfl h1]
    norm_num [D]
  | succ n ih =>
    obtain ⟨hF, hGF, hFG, hE⟩ := ih (by omega)
    have hE' : (D n / D (n + 1)) • (e (n + 1) * jw e (n + 1) * e (n + 1)) =
        jw e n * e (n + 1) := by
      rw [hE hn, smul_smul, D_cancel, one_smul]
    have hGE := (jw_commute h n (n + 1) (by omega) hn).eq
    refine ⟨(wenzl_step hF hGF hFG hGE hE').1, ?_, ?_, fun h2 => ?_⟩
    · rw [jw_succ, mul_sub, mul_smul_comm, ← mul_assoc, ← mul_assoc, hF]
    · rw [jw_succ, sub_mul, smul_mul_assoc, mul_assoc (jw e (n + 1) * e (n + 1)), hF]
    · -- the next generator passes through `f_(n+1)` and meets only `e (n + 1)`
      have hc := (jw_commute h (n + 1) (n + 1 + 1) (by omega) h2).eq
      have hs := h.sq (n + 1 + 1) (by omega) h2
      have hd := h.down (n + 1) (by omega) h2
      have h3 : e (n + 1 + 1) * jw e (n + 1) * e (n + 1 + 1) =
          (-2 : ℚ) • (jw e (n + 1) * e (n + 1 + 1)) := by
        rw [← hc, mul_assoc, hs, mul_smul_comm]
      have h4 : e (n + 1 + 1) * (jw e (n + 1) * e (n + 1) * jw e (n + 1)) * e (n + 1 + 1) =
          jw e (n + 1) * e (n + 1 + 1) := by
        calc _ = (e (n + 1 + 1) * jw e (n + 1)) * e (n + 1) *
              (jw e (n + 1) * e (n + 1 + 1)) := by simp only [mul_assoc]
          _ = (jw e (n + 1) * e (n + 1 + 1)) * e (n + 1) *
              (e (n + 1 + 1) * jw e (n + 1)) := by rw [hc]
          _ = jw e (n + 1) * (e (n + 1 + 1) * e (n + 1) * e (n + 1 + 1)) * jw e (n + 1) := by
              simp only [mul_assoc]
          _ = _ := by rw [hd, mul_assoc, ← hc, ← mul_assoc, hF]
      rw [jw_succ, mul_sub, sub_mul, mul_smul_comm, smul_mul_assoc, h3, h4, ← sub_smul, D_ratio]
```

## Projectors and the vectors they fix

The main theorem takes idempotency from the induction and splits the generators into old and new ones, as above. For n = 0 and n = 1 there is no generator to annihilate, and fₙ = 1.

The theorem concerns the single loop value −2, and it does not say that fₙ is nonzero or unique. For N = 2, A = ℚ and e₁ = −2, for example, f₂ = 0. Nor is there an inner product, so "projector" here means an idempotent, not necessarily a self-adjoint one.

```lean
/-- **Jones-Wenzl projectors.** On `N` strands with loop value `-2`, every `f_n` with `n ≤ N`
is idempotent, and `e_i f_n = f_n e_i = 0` for `1 ≤ i < n`. -/
theorem jones_wenzl (h : IsTemperleyLieb N e) (n : ℕ) (hn : n ≤ N) :
    jw e n * jw e n = jw e n ∧
      ∀ i, 1 ≤ i → i < n → e i * jw e n = 0 ∧ jw e n * e i = 0 := by
  induction n with
  | zero => exact ⟨one_mul _, fun i _ hi => by omega⟩
  | succ n ih =>
    refine ⟨(jw_induction h n (by omega)).1, fun i h1 hi => ?_⟩
    rcases n with _ | n
    · omega
    rcases Nat.lt_or_ge i (n + 1) with hlt | hge
    · -- old generators already annihilate `f_(n+1)`
      obtain ⟨hl, hr⟩ := (ih (by omega)).2 i h1 hlt
      constructor
      · rw [jw_succ, mul_sub, mul_smul_comm, ← mul_assoc, ← mul_assoc, hl, zero_mul, zero_mul,
          smul_zero, sub_zero]
      · simp [jw_succ, sub_mul, mul_assoc, hr]
    · -- the new generator is removed by the Wenzl step
      obtain rfl : i = n + 1 := by omega
      obtain ⟨hF, hGF, hFG, hE⟩ := jw_induction h n (by omega)
      exact (wenzl_step hF hGF hFG (jw_commute h n (n + 1) (by omega) (by omega)).eq
        (by rw [hE (by omega), smul_smul, D_cancel, one_smul])).2
```

Let A act on a space M, the module in the statement. Then fₙ fixes a vector v exactly when all eᵢ with 1 ≤ i < n annihilate v. If fₙv = v, then eᵢv = eᵢfₙv = 0. Conversely, if the generators annihilate v and fₙ₊₁v = v, the correction term in fₙ₊₂v contains eₙ₊₁v = 0, so fₙ₊₂v = v. For exchange operators, the condition says that v is unchanged by swapping any two neighbours among the first n spins.

```lean
/-- In any representation of the `N`-strand relations and for `n ≤ N`, the projector `f_n`
fixes a vector exactly when every `e_i` with `1 ≤ i < n` annihilates it. -/
theorem jw_fixes_iff {M : Type*} [AddCommGroup M] [Module A M] [Module ℚ M]
    [IsScalarTower ℚ A M] (h : IsTemperleyLieb N e) (n : ℕ) (hn : n ≤ N) (v : M) :
    jw e n • v = v ↔ ∀ i, 1 ≤ i → i < n → e i • v = 0 := by
  constructor
  · intro hv i h1 hi
    rw [← hv, ← mul_smul, ((jones_wenzl h n hn).2 i h1 hi).1, zero_smul]
  · intro hv
    induction n with
    | zero => exact one_smul _ _
    | succ n ih =>
      rcases n with _ | n
      · exact one_smul _ _
      have hF := ih (by omega) (fun i h1 hi => hv i h1 (by omega))
      have hE := hv (n + 1) (by omega) (by omega)
      rw [jw_succ, sub_smul, smul_assoc, mul_smul, mul_smul, hF, hE, smul_zero, smul_zero,
        sub_zero]
```

Letting A act on itself by left multiplication and taking v = fₙ gives fₘfₙ = fₙ for m ≤ n ≤ N: symmetrising fewer strands after more changes nothing.

```lean
/-- Under the `N`-strand relations, a projector on more strands absorbs one on fewer:
`f_m f_n = f_n` for `m ≤ n ≤ N`. -/
theorem jw_absorb (h : IsTemperleyLieb N e) {m n : ℕ} (hmn : m ≤ n) (hn : n ≤ N) :
    jw e m * jw e n = jw e n :=
  (jw_fixes_iff h m (hmn.trans hn) (jw e n)).2
    fun i h1 hi => ((jones_wenzl h n hn).2 i h1 (by omega)).1
```

## Exchange operators of four spins

The concrete model is the 16-dimensional space of rational-valued functions of four two-valued variables. Each `Bool` is one spin, and `LinearMap.funLeft` composes a wavefunction with a swap of two arguments.

```lean
/-- On wavefunctions of four two-valued spins, `exchange i` for `i = 1, 2, 3` swaps the spins
`i` and `i + 1` and subtracts the identity; for other `i` it is zero. -/
def exchange : ℕ → Module.End ℚ (Bool × Bool × Bool × Bool → ℚ)
  | 1 => LinearMap.funLeft ℚ ℚ (fun s => (s.2.1, s.1, s.2.2.1, s.2.2.2)) - 1
  | 2 => LinearMap.funLeft ℚ ℚ (fun s => (s.1, s.2.2.1, s.2.1, s.2.2.2)) - 1
  | 3 => LinearMap.funLeft ℚ ℚ (fun s => (s.1, s.2.1, s.2.2.2, s.2.2.1)) - 1
  | _ => 0
```

These operators satisfy all the relations for N = 4, including the commutation of e₁ and e₃, which first arises at this size. The proof evaluates both sides at each of the 16 spin configurations. The cubic relations depend on the spins being two-valued: for exchange operators, eᵢeᵢ₊₁eᵢ − eᵢ is −6 times the antisymmetriser of three neighbouring spins, which vanishes because two of the three values must agree.

```lean
/-- The exchange operators of four two-valued spins satisfy the four-strand relations. -/
theorem isTemperleyLieb_witness : IsTemperleyLieb 4 exchange := by
  refine ⟨fun i h1 h2 => ?_, fun i h1 h2 => ?_, fun i h1 h2 => ?_, fun i j h1 h2 h3 => ?_⟩
  on_goal 4 =>
    obtain rfl : i = 1 := by omega
    obtain rfl : j = 3 := by omega
  on_goal 3 => obtain rfl | rfl : i = 1 ∨ i = 2 := by omega
  on_goal 2 => obtain rfl | rfl : i = 1 ∨ i = 2 := by omega
  on_goal 1 => obtain rfl | rfl | rfl : i = 1 ∨ i = 2 ∨ i = 3 := by omega
  all_goals
    refine LinearMap.ext fun ψ => funext ?_
    rintro ⟨a, b, c, d⟩
    -- a wavefunction is determined by its values at the 16 spin configurations, checked in turn
    cases a <;> cases b <;> cases c <;> cases d <;>
      simp only [exchange, Nat.reduceAdd, Module.End.mul_apply, LinearMap.sub_apply,
        Module.End.one_apply, LinearMap.smul_apply, Pi.sub_apply, Pi.smul_apply, smul_eq_mul,
        LinearMap.funLeft_apply] <;>
      ring

end

end JonesWenzlSpin
```

```lean
#print axioms JonesWenzlSpin.jones_wenzl
-- 'JonesWenzlSpin.jones_wenzl' depends on axioms: [propext, Classical.choice, Quot.sound]
#print axioms JonesWenzlSpin.jw_absorb
-- 'JonesWenzlSpin.jw_absorb' depends on axioms: [propext, Classical.choice, Quot.sound]
```
